# Local stability threshold of the uniform state on a discrete Pekar ring

A polaron minimisation started from the uniform state can stall there: the constrained gradient vanishes at every coupling, even when nearby states lie lower. For real amplitudes normalised to Σψᵢ² = 1 on a ring of at least two sites, with positive hopping, a threshold in the coupling separates a uniform state that is a local minimum from one that has lower states nearby. The energy is

E(ψ) = tΣ(ψᵢ₊₁−ψᵢ)² − (g/2)Σψᵢ⁴,

with hopping t and self-attraction g. The quartic term stands for a classical lattice relaxed around the electron through an on-site coupling, which is assumed and gives g ≥ 0; Pekar's three-dimensional functional has a long-range Coulomb attraction instead. `ZMod N` labels the sites; at N = 2 the single bond counts twice.

```lean
import Mathlib

open Filter Topology ComplexConjugate

namespace DiscretePekar

noncomputable section

local notation "χ" => ZMod.stdAddChar

variable {N : ℕ} [NeZero N]

/-- Sum of the squared amplitude differences over the bonds of the ring. -/
def bondSum (ψ : ZMod N → ℝ) : ℝ := ∑ i, (ψ (i + 1) - ψ i) ^ 2

/-- Discrete Pekar energy with hopping `t` and self-attraction `g`. -/
def energy (t g : ℝ) (ψ : ZMod N → ℝ) : ℝ := t * bondSum ψ - g / 2 * ∑ i, ψ i ^ 4

/-- The normalised real states on the ring. -/
def unitStates (N : ℕ) [NeZero N] : Set (ZMod N → ℝ) := {ψ | ∑ i, ψ i ^ 2 = 1}

/-- The state spread evenly over the `N ≥ 1` sites. -/
def uniformState (N : ℕ) : ZMod N → ℝ := fun _ => √(1 / (N : ℝ))

/-- The cosine wave with one period around the ring of `N ≥ 1` sites. -/
def longWave (j : ZMod N) : ℝ := Real.cos (2 * (Real.pi * j.val / N))

/-- Bloch amplitude of a real state at the lattice momentum labelled by `k`. -/
def blochAmp (f : ZMod N → ℝ) (k : ZMod N) : ℂ := ∑ j, χ (-(k * j)) * (f j : ℂ)
```

## N ≥ 2: room for a wave

Let s = sin²(π/N). A lattice difference multiplies Fourier mode k by a phase minus one, with squared modulus 4sin²(πk/N) ≥ 4s for k ≠ 0. Parseval then gives `poincare`:

Σ(ψᵢ₊₁−ψᵢ)² ≥ 4s(Σψᵢ²−(Σψᵢ)²/N).

The cosine wave has only k = ±1, hence equality; `longWave_sharp` uses addition formulas instead. At N = 1 the uniform state is isolated, so it is a minimum for every g.

```lean
/-- The real part of the elementary Bloch phase is the cosine wave. -/
theorem bloch_re (k : ZMod N) : (χ k).re = longWave k := by
  have h := ZMod.stdAddChar_coe (N := N) (k.val : ℤ)
  rw [show (((k.val : ℤ)) : ZMod N) = k by simp] at h
  rw [h, show (2 * Real.pi * Complex.I * ((k.val : ℤ) : ℂ) / N)
    = ((2 * (Real.pi * k.val / N) : ℝ) : ℂ) * Complex.I by push_cast; ring,
    Complex.exp_ofReal_mul_I_re, longWave]

/-- Parseval: the Bloch amplitudes carry `N` times the squared norm of the state. -/
theorem parseval (f : ZMod N → ℝ) :
    ∑ k, Complex.normSq (blochAmp f k) = N * ∑ j, f j ^ 2 := by
  have key : ∀ k, (Complex.normSq (blochAmp f k) : ℂ)
      = ∑ i, ∑ j, χ (k * (j - i)) * ((f i : ℂ) * f j) := by
    intro k
    rw [← Complex.mul_conj, blochAmp, map_sum, Finset.sum_mul_sum]
    refine Finset.sum_congr rfl fun i _ => Finset.sum_congr rfl fun j _ => ?_
    rw [map_mul, Complex.conj_ofReal, ← AddChar.map_neg_eq_conj, neg_neg,
      show k * (j - i) = -(k * i) + k * j by ring, AddChar.map_add_eq_mul]
    ring
  -- orthogonality of the Bloch phases
  have orth : ∀ i j : ZMod N, ∑ k, χ (k * (j - i)) = if j = i then (N : ℂ) else 0 := by
    intro i j
    rw [AddChar.sum_mulShift _ (ZMod.isPrimitive_stdAddChar N)]
    simp [sub_eq_zero, ZMod.card]
  apply Complex.ofReal_injective
  calc ((∑ k, Complex.normSq (blochAmp f k) : ℝ) : ℂ)
      = ∑ k, ∑ i, ∑ j, χ (k * (j - i)) * ((f i : ℂ) * f j) := by
        rw [Complex.ofReal_sum]
        exact Finset.sum_congr rfl fun k _ => key k
    _ = ∑ i, ∑ j, (∑ k, χ (k * (j - i))) * ((f i : ℂ) * f j) := by
        rw [Finset.sum_comm]
        refine Finset.sum_congr rfl fun i _ => ?_
        rw [Finset.sum_comm]
        exact Finset.sum_congr rfl fun j _ => (Finset.sum_mul _ _ _).symm
    _ = _ := by
        simp only [orth]
        simp [ite_mul, Finset.mul_sum, sq]

/-- Discrete Poincaré inequality: the bond sum is at least `4 sin²(π/N)` times the
squared norm of the part of the state orthogonal to the uniform one. -/
theorem poincare (f : ZMod N → ℝ) :
    4 * Real.sin (Real.pi / N) ^ 2 * (∑ i, f i ^ 2 - (∑ i, f i) ^ 2 / N) ≤ bondSum f := by
  have hN : (0 : ℝ) < N := by exact_mod_cast Nat.pos_of_ne_zero (NeZero.ne N)
  -- a lattice difference multiplies each Bloch amplitude by a phase minus one
  have shift : ∀ k, blochAmp (fun j => f (j + 1) - f j) k = (χ k - 1) * blochAmp f k := by
    intro k
    have h : ∑ j, χ (-(k * j)) * (f (j + 1) : ℂ) = χ k * blochAmp f k := by
      rw [blochAmp, Finset.mul_sum]
      refine Eq.trans ?_ (Equiv.sum_comp (Equiv.addRight (1 : ZMod N))
        (fun j => χ k * (χ (-(k * j)) * (f j : ℂ))))
      refine Finset.sum_congr rfl fun j _ => ?_
      simp only [Equiv.coe_addRight]
      rw [← mul_assoc, ← AddChar.map_add_eq_mul,
        show k + -(k * (j + 1)) = -(k * j) by ring]
    rw [sub_mul, one_mul, ← h]
    simp only [blochAmp]
    rw [← Finset.sum_sub_distrib]
    refine Finset.sum_congr rfl fun j _ => ?_
    push_cast
    ring
  have hk : ∀ k, 4 * Real.sin (Real.pi / N) ^ 2 * Complex.normSq (blochAmp f k)
      ≤ Complex.normSq (blochAmp (fun j => f (j + 1) - f j) k)
        + if k = 0 then 4 * Real.sin (Real.pi / N) ^ 2 * (∑ i, f i) ^ 2 else 0 := by
    intro k
    by_cases h0 : k = 0
    · subst h0
      have hF : blochAmp f 0 = ((∑ i, f i : ℝ) : ℂ) := by simp [blochAmp]
      rw [hF, Complex.normSq_ofReal, if_pos rfl, ← sq]
      linarith [Complex.normSq_nonneg (blochAmp (fun j => f (j + 1) - f j) 0)]
    · rw [shift, Complex.normSq_mul, if_neg h0, add_zero]
      refine mul_le_mul_of_nonneg_right ?_ (Complex.normSq_nonneg _)
      have hn : Complex.normSq (χ k) = 1 := by
        apply Complex.ofReal_injective
        rw [← Complex.mul_conj, ← AddChar.map_neg_eq_conj, ← AddChar.map_add_eq_mul,
          add_neg_cancel, AddChar.map_zero_eq_one, Complex.ofReal_one]
      have hre := bloch_re k
      rw [longWave, Real.cos_two_mul, Real.cos_sq',
        show Real.pi * k.val / N = k.val * (Real.pi / N) by ring] at hre
      have hx : 0 < Real.pi / N := div_pos Real.pi_pos hN
      have hNx : N * (Real.pi / N) = Real.pi := by field_simp
      have h1 : (1 : ℝ) ≤ k.val := by
        exact_mod_cast Nat.one_le_iff_ne_zero.mpr (fun h => h0 ((ZMod.val_eq_zero k).mp h))
      have h2 : (k.val : ℝ) + 1 ≤ N := by exact_mod_cast ZMod.val_lt k
      have h3 := mul_le_mul_of_nonneg_right h1 hx.le
      have h4 := mul_le_mul_of_nonneg_right h2 hx.le
      -- the smallest nonzero momentum has the smallest sine
      have hs : Real.sin (Real.pi / N) ≤ Real.sin (k.val * (Real.pi / N)) := by
        rcases le_total (k.val * (Real.pi / N)) (Real.pi / 2) with h | h
        · exact Real.sin_le_sin_of_le_of_le_pi_div_two (by linarith [Real.pi_pos]) h
            (by linarith)
        · rw [← Real.sin_pi_sub (k.val * (Real.pi / N))]
          exact Real.sin_le_sin_of_le_of_le_pi_div_two (by linarith [Real.pi_pos])
            (by linarith) (by linarith)
      have hs0 : 0 ≤ Real.sin (Real.pi / N) :=
        Real.sin_nonneg_of_nonneg_of_le_pi hx.le (by linarith)
      have hsq := pow_le_pow_left₀ hs0 hs 2
      rw [Complex.normSq_apply] at hn ⊢
      simp only [Complex.sub_re, Complex.sub_im, Complex.one_re, Complex.one_im]
      linarith
  have hsum := Finset.sum_le_sum (fun k (_ : k ∈ Finset.univ) => hk k)
  rw [← Finset.mul_sum, parseval, Finset.sum_add_distrib, parseval,
    Finset.sum_ite_eq', if_pos (Finset.mem_univ _)] at hsum
  have e : 4 * Real.sin (Real.pi / N) ^ 2 * (∑ i, f i ^ 2 - (∑ i, f i) ^ 2 / N)
      = (4 * Real.sin (Real.pi / N) ^ 2 * (N * ∑ i, f i ^ 2)
        - 4 * Real.sin (Real.pi / N) ^ 2 * (∑ i, f i) ^ 2) / N := by
    field_simp
  rw [e, div_le_iff₀ hN, bondSum]
  linarith

/-- For `N ≥ 2` the cosine wave is nonzero, has zero mean, and attains equality in the
discrete Poincaré inequality. -/
theorem longWave_sharp (hN : 2 ≤ N) :
    ∑ j : ZMod N, longWave j = 0 ∧ 0 < ∑ j : ZMod N, longWave j ^ 2 ∧
    bondSum (longWave (N := N))
      = 4 * Real.sin (Real.pi / N) ^ 2 * ∑ j : ZMod N, longWave j ^ 2 := by
  have : Fact (1 < N) := ⟨by omega⟩
  refine ⟨?_, ?_, ?_⟩
  · have hs : ∑ j : ZMod N, χ j = 0 := by
      have h := AddChar.sum_mulShift (1 : ZMod N) (ZMod.isPrimitive_stdAddChar N)
      simpa using h
    have h := congrArg Complex.re hs
    rw [Complex.re_sum] at h
    simpa only [bloch_re, Complex.zero_re] using h
  · exact Finset.sum_pos' (fun j _ => sq_nonneg _)
      ⟨0, Finset.mem_univ _, by simp [longWave]⟩
  · have up : ∀ j : ZMod N, longWave (j + 1)
        = longWave (1 : ZMod N) * longWave j - (χ (1 : ZMod N)).im * (χ j).im := by
      intro j
      rw [← bloch_re (j + 1), AddChar.map_add_eq_mul, Complex.mul_re, bloch_re, bloch_re]
      ring
    have down : ∀ j : ZMod N, longWave j
        = longWave (1 : ZMod N) * longWave (j + 1)
          + (χ (1 : ZMod N)).im * (χ (j + 1)).im := by
      intro j
      have h : χ j = χ (j + 1) * conj (χ (1 : ZMod N)) := by
        rw [← AddChar.map_neg_eq_conj, ← AddChar.map_add_eq_mul, add_neg_cancel_right]
      rw [← bloch_re j, h, Complex.mul_re, Complex.conj_re, Complex.conj_im,
        bloch_re, bloch_re]
      ring
    have shift := Equiv.sum_comp (Equiv.addRight (1 : ZMod N)) (fun j =>
      (1 - longWave (1 : ZMod N)) * longWave j ^ 2
        - (χ (1 : ZMod N)).im * (longWave j * (χ j).im))
    simp only [Equiv.coe_addRight] at shift
    have hp : 2 * (1 - longWave (1 : ZMod N)) = 4 * Real.sin (Real.pi / N) ^ 2 := by
      rw [longWave, ZMod.val_one, Nat.cast_one, mul_one, Real.cos_two_mul, Real.cos_sq']
      ring
    calc bondSum (longWave (N := N))
        = ∑ j : ZMod N, (((1 - longWave (1 : ZMod N)) * longWave (j + 1) ^ 2
            - (χ (1 : ZMod N)).im * (longWave (j + 1) * (χ (j + 1)).im))
          + ((1 - longWave (1 : ZMod N)) * longWave j ^ 2
            + (χ (1 : ZMod N)).im * (longWave j * (χ j).im))) := by
          refine Finset.sum_congr rfl fun j _ => ?_
          linear_combination (-longWave j) * up j - longWave (j + 1) * down j
      _ = ∑ j : ZMod N, 2 * (1 - longWave (1 : ZMod N)) * longWave j ^ 2 := by
          rw [Finset.sum_add_distrib, shift, ← Finset.sum_add_distrib]
          exact Finset.sum_congr rfl fun j _ => by ring
      _ = _ := by rw [← Finset.mul_sum, hp]
```

## Σψᵢ² = 1: one electron

Let u = 1/√N, η = ψ−u, S = Ση². Normalisation gives 2uΣη = −S; expanding ψ⁴ yields `energy_expansion`, where ΔE is the energy of ψ minus that of the uniform state:

ΔE = tΣ(ηᵢ₊₁−ηᵢ)² − 2gS/N − gΣ(2uη³+η⁴/2).

Without the constraint, the uniform state isn't stationary for g ≠ 0.

```lean
/-- The uniform state has energy `-g/(2N)`. -/
theorem energy_uniform (t g : ℝ) : energy t g (uniformState N) = -(g / (2 * N)) := by
  have hN : (N : ℝ) ≠ 0 := by exact_mod_cast NeZero.ne N
  have hu : √(1 / (N : ℝ)) ^ 4 = (1 / (N : ℝ)) ^ 2 := by
    rw [show √(1 / (N : ℝ)) ^ 4 = (√(1 / (N : ℝ)) ^ 2) ^ 2 by ring,
      Real.sq_sqrt (by positivity)]
  simp only [energy, bondSum, uniformState, hu, sub_self, Finset.sum_const,
    Finset.card_univ, ZMod.card, nsmul_eq_mul]
  field_simp
  ring

/-- Exact energy of a normalised state relative to the uniform one, in powers of the
deviation from it. -/
theorem energy_expansion (t g : ℝ) {ψ : ZMod N → ℝ} (hψ : ψ ∈ unitStates N) :
    energy t g ψ - energy t g (uniformState N)
      = t * bondSum ψ - 2 * g / N * ∑ i, (ψ i - √(1 / (N : ℝ))) ^ 2
        - g * ∑ i, (2 * √(1 / (N : ℝ)) * (ψ i - √(1 / (N : ℝ))) ^ 3
          + (ψ i - √(1 / (N : ℝ))) ^ 4 / 2) := by
  have hN : (N : ℝ) ≠ 0 := by exact_mod_cast NeZero.ne N
  have hu : √(1 / (N : ℝ)) ^ 2 = 1 / N := Real.sq_sqrt (by positivity)
  rw [energy_uniform, energy]
  obtain ⟨u, hud⟩ : ∃ u, u = √(1 / (N : ℝ)) := ⟨_, rfl⟩
  rw [← hud] at hu ⊢
  have h1 : ∑ i, ψ i ^ 2 = 1 := hψ
  have h4 : ∑ i, ψ i ^ 4 = 2 * u ^ 2 * ∑ i, ψ i ^ 2 + 4 * u ^ 2 * ∑ i, (ψ i - u) ^ 2
      + 2 * ∑ i, (2 * u * (ψ i - u) ^ 3 + (ψ i - u) ^ 4 / 2) - N * u ^ 4 := by
    have hc : (N : ℝ) * u ^ 4 = ∑ _i : ZMod N, u ^ 4 := by simp [ZMod.card]
    rw [hc, Finset.mul_sum, Finset.mul_sum, Finset.mul_sum, ← Finset.sum_add_distrib,
      ← Finset.sum_add_distrib, ← Finset.sum_sub_distrib]
    exact Finset.sum_congr rfl fun i _ => by ring
  rw [h4, h1, show u ^ 4 = (u ^ 2) ^ 2 by ring, hu]
  field_simp
  ring
```

## t > 0 and g < 2Nts: stiffness wins

Normalisation turns the Poincaré bracket into S−S²/4. Multiplying by t > 0, with m = max|η|,

ΔE ≥ S[4ts−2g/N−tsS−|g|(2um+m²/2)].

The bracket is positive near η = 0; Lean gets this from continuity. Negative t can fail: for N = 4, t = −1, g = −6, the alternating wave lowers E. That g is a self-repulsion, so the example tests the inequality and doesn't describe a polaron.

```lean
/-- For `t > 0` and `g < 2Nt sin²(π/N)`, every other normalised state close enough to the
uniform state has strictly higher energy. -/
theorem uniform_strict_min {t g : ℝ} (ht : 0 < t)
    (hg : g < 2 * N * t * Real.sin (Real.pi / N) ^ 2) :
    ∀ᶠ ψ in 𝓝[unitStates N] uniformState N,
      ψ ≠ uniformState N → energy t g (uniformState N) < energy t g ψ := by
  have hN : (0 : ℝ) < N := by exact_mod_cast Nat.pos_of_ne_zero (NeZero.ne N)
  obtain ⟨s, hs⟩ : ∃ s, s = Real.sin (Real.pi / N) ^ 2 := ⟨_, rfl⟩
  obtain ⟨u, hud⟩ : ∃ u, u = √(1 / (N : ℝ)) := ⟨_, rfl⟩
  obtain ⟨κ, hκ⟩ : ∃ κ, κ = 4 * t * s - 2 * g / N := ⟨_, rfl⟩
  have hκ0 : 0 < κ := by
    rw [hκ, sub_pos, div_lt_iff₀ hN, hs]
    linarith
  have hu0 : 0 ≤ u := hud ▸ Real.sqrt_nonneg _
  have hu2 : u ^ 2 = 1 / N := by rw [hud]; exact Real.sq_sqrt (by positivity)
  -- the stiffness left after all higher-order terms stays positive nearby
  have hcont : Continuous fun ψ : ZMod N → ℝ => κ - t * s * ∑ i, (ψ i - u) ^ 2
      - |g| * (2 * u * ‖ψ - uniformState N‖ + ‖ψ - uniformState N‖ ^ 2 / 2) := by
    fun_prop
  have hev : ∀ᶠ ψ in 𝓝 (uniformState N), 0 < κ - t * s * ∑ i, (ψ i - u) ^ 2
      - |g| * (2 * u * ‖ψ - uniformState N‖ + ‖ψ - uniformState N‖ ^ 2 / 2) := by
    refine (isOpen_lt continuous_const hcont).mem_nhds ?_
    have h0 : ∀ i, uniformState N i - u = 0 := fun i => by rw [hud, uniformState, sub_self]
    simpa [h0] using hκ0
  filter_upwards [nhdsWithin_le_nhds hev, self_mem_nhdsWithin] with ψ hψ hmem hne
  have hE := energy_expansion t g hmem
  have hP := poincare ψ
  have h1 : ∑ i, ψ i ^ 2 = 1 := hmem
  rw [← hud] at hE
  rw [h1, ← hs] at hP
  have hS0 : 0 < ∑ i, (ψ i - u) ^ 2 := by
    obtain ⟨i, hi⟩ := Function.ne_iff.mp hne
    refine Finset.sum_pos' (fun j _ => sq_nonneg _) ⟨i, Finset.mem_univ _, ?_⟩
    have hi' : ψ i - u ≠ 0 := by
      rw [hud]
      exact sub_ne_zero.mpr hi
    positivity
  have hC : g * ∑ i, (2 * u * (ψ i - u) ^ 3 + (ψ i - u) ^ 4 / 2)
      ≤ |g| * (2 * u * ‖ψ - uniformState N‖ + ‖ψ - uniformState N‖ ^ 2 / 2)
        * ∑ i, (ψ i - u) ^ 2 := by
    rw [Finset.mul_sum, Finset.mul_sum]
    refine Finset.sum_le_sum fun i _ => ?_
    have hi : |ψ i - u| ≤ ‖ψ - uniformState N‖ := by
      have h := norm_le_pi_norm (ψ - uniformState N) i
      rw [hud]
      exact h
    have hb : |2 * u * (ψ i - u) + (ψ i - u) ^ 2 / 2|
        ≤ 2 * u * ‖ψ - uniformState N‖ + ‖ψ - uniformState N‖ ^ 2 / 2 := by
      refine (abs_add_le _ _).trans ?_
      rw [abs_mul, abs_of_nonneg (by positivity : 0 ≤ 2 * u),
        abs_of_nonneg (by positivity : 0 ≤ (ψ i - u) ^ 2 / 2), ← sq_abs (ψ i - u)]
      gcongr
    have hgb : g * (2 * u * (ψ i - u) + (ψ i - u) ^ 2 / 2)
        ≤ |g| * (2 * u * ‖ψ - uniformState N‖ + ‖ψ - uniformState N‖ ^ 2 / 2) := by
      refine (le_abs_self _).trans ?_
      rw [abs_mul]
      exact mul_le_mul_of_nonneg_left hb (abs_nonneg g)
    have h := mul_le_mul_of_nonneg_right hgb (sq_nonneg (ψ i - u))
    linarith
  -- normalisation ties the mean of the state to its deviation
  have hmean : ∑ i, (ψ i - u) ^ 2 = 2 - 2 * (u * ∑ i, ψ i) := by
    have hc : ∑ _i : ZMod N, u ^ 2 = 1 := by
      rw [Finset.sum_const, Finset.card_univ, ZMod.card, nsmul_eq_mul, hu2]
      field_simp
    have h : ∑ i, (ψ i - u) ^ 2
        = ∑ i, ψ i ^ 2 + ∑ _i : ZMod N, u ^ 2 - 2 * u * ∑ i, ψ i := by
      rw [Finset.mul_sum, ← Finset.sum_add_distrib, ← Finset.sum_sub_distrib]
      exact Finset.sum_congr rfl fun i _ => by ring
    rw [h, h1, hc]
    ring
  have hvar : 1 - (∑ i, ψ i) ^ 2 / N
      = ∑ i, (ψ i - u) ^ 2 - (∑ i, (ψ i - u) ^ 2) ^ 2 / 4 := by
    rw [hmean, div_eq_mul_one_div ((∑ i, ψ i) ^ 2), ← hu2]
    ring
  rw [hvar] at hP
  have hPt := mul_le_mul_of_nonneg_left hP ht.le
  have hfin := mul_pos hS0 hψ
  rw [hκ] at hfin
  linarith
```

## g > 2Nts: attraction wins

For N ≥ 2, take φ = ±cos(2πj/N), signed so that Σφ³ ≥ 0, and ψ = b+εφ, with ε > 0, x = ε²Σφ² < 1 and b = √((1−x)/N). Since t > 0 forces g > 0, dropping the nonnegative cubic and quartic sums gives

ΔE ≤ x(4ts−2g/N+5gx/(2N)),

negative for small x > 0.

```lean
/-- For `N ≥ 2`, `t > 0` and `g > 2Nt sin²(π/N)`, the uniform state is not a local minimum
of the energy among normalised states. -/
theorem uniform_unstable (hN2 : 2 ≤ N) {t g : ℝ} (ht : 0 < t)
    (hg : 2 * N * t * Real.sin (Real.pi / N) ^ 2 < g) :
    ¬ IsLocalMinOn (energy t g) (unitStates N) (uniformState N) := by
  intro hmin
  have hN : (0 : ℝ) < N := by exact_mod_cast Nat.pos_of_ne_zero (NeZero.ne N)
  have hg0 : 0 < g := lt_of_le_of_lt (by positivity) hg
  -- choose the sign of the wave so that its cubic sum is nonnegative
  obtain ⟨φ, h0, hQ, h3, hD⟩ : ∃ φ : ZMod N → ℝ, ∑ j, φ j = 0 ∧ 0 < ∑ j, φ j ^ 2 ∧
      0 ≤ ∑ j, φ j ^ 3 ∧
      bondSum φ = 4 * Real.sin (Real.pi / N) ^ 2 * ∑ j, φ j ^ 2 := by
    obtain ⟨h0, hQ, hD⟩ := longWave_sharp hN2
    rcases le_total 0 (∑ j : ZMod N, longWave j ^ 3) with h | h
    · exact ⟨longWave, h0, hQ, h, hD⟩
    · refine ⟨fun j => -longWave j, by simp [h0], by simpa using hQ, ?_, ?_⟩
      · have e : ∑ j : ZMod N, (-longWave j) ^ 3 = -∑ j : ZMod N, longWave j ^ 3 := by
          rw [← Finset.sum_neg_distrib]
          exact Finset.sum_congr rfl fun j _ => by ring
        rw [e]
        linarith
      · have e : bondSum (fun j : ZMod N => -longWave j) = bondSum (longWave (N := N)) :=
          Finset.sum_congr rfl fun j _ => by ring
        rw [e, hD]
        simp
  obtain ⟨Q, hQd⟩ : ∃ Q, Q = ∑ j, φ j ^ 2 := ⟨_, rfl⟩
  obtain ⟨s, hs⟩ : ∃ s, s = Real.sin (Real.pi / N) ^ 2 := ⟨_, rfl⟩
  rw [← hQd] at hQ hD
  rw [← hs] at hD hg
  have hc : Continuous fun ε : ℝ => fun j : ZMod N => √((1 - ε ^ 2 * Q) / N) + ε * φ j :=
    continuous_pi fun j => by fun_prop
  have e0 : (fun j : ZMod N => √((1 - (0 : ℝ) ^ 2 * Q) / N) + 0 * φ j) = uniformState N := by
    funext j
    simp [uniformState]
  have hlim := hc.tendsto 0
  rw [e0] at hlim
  have ev1 := hlim.eventually (eventually_nhdsWithin_iff.mp hmin)
  have ev2 : ∀ᶠ ε in 𝓝 (0 : ℝ), ε ^ 2 * Q < 1 :=
    (isOpen_lt (by fun_prop) continuous_const).mem_nhds (by simp)
  have hgap : 4 * t * s - 2 * g / N < 0 := by
    rw [sub_neg, lt_div_iff₀ hN]
    linarith
  have ev3 : ∀ᶠ ε in 𝓝 (0 : ℝ),
      4 * t * s - 2 * g / N + 5 * g / (2 * N) * (ε ^ 2 * Q) < 0 := by
    refine (isOpen_lt (by fun_prop) continuous_const).mem_nhds ?_
    show 4 * t * s - 2 * g / N + 5 * g / (2 * N) * ((0 : ℝ) ^ 2 * Q) < 0
    linarith
  have ev4 : ∀ᶠ ε in 𝓝[>] (0 : ℝ), 0 < ε := self_mem_nhdsWithin
  obtain ⟨ε, ⟨h1, h2, h3'⟩, hε⟩ :=
    (((ev1.and (ev2.and ev3)).filter_mono nhdsWithin_le_nhds).and ev4).exists
  obtain ⟨b, hbd⟩ : ∃ b, b = √((1 - ε ^ 2 * Q) / N) := ⟨_, rfl⟩
  have hb0 : 0 ≤ b := hbd ▸ Real.sqrt_nonneg _
  have hb2 : b ^ 2 = (1 - ε ^ 2 * Q) / N := by
    rw [hbd]
    exact Real.sq_sqrt (div_nonneg (by linarith) hN.le)
  rw [← hbd] at h1
  have hnorm : ∑ j, (b + ε * φ j) ^ 2 = 1 := by
    have e : ∀ j, (b + ε * φ j) ^ 2 = b ^ 2 + 2 * b * ε * φ j + ε ^ 2 * φ j ^ 2 :=
      fun j => by ring
    simp only [e, Finset.sum_add_distrib, ← Finset.mul_sum, Finset.sum_const,
      Finset.card_univ, ZMod.card, nsmul_eq_mul]
    rw [h0, ← hQd, hb2]
    field_simp
    ring
  have hquart : (1 + 4 * (ε ^ 2 * Q) - 5 * (ε ^ 2 * Q) ^ 2) / N
      ≤ ∑ j, (b + ε * φ j) ^ 4 := by
    have e : ∀ j, (b + ε * φ j) ^ 4 = b ^ 4 + 4 * b ^ 3 * ε * φ j
        + 6 * b ^ 2 * ε ^ 2 * φ j ^ 2 + 4 * b * ε ^ 3 * φ j ^ 3 + ε ^ 4 * φ j ^ 4 :=
      fun j => by ring
    simp only [e, Finset.sum_add_distrib, ← Finset.mul_sum, Finset.sum_const,
      Finset.card_univ, ZMod.card, nsmul_eq_mul]
    rw [h0, ← hQd]
    have p3 : 0 ≤ 4 * b * ε ^ 3 * ∑ j, φ j ^ 3 := mul_nonneg (by positivity) h3
    have p4 : 0 ≤ ε ^ 4 * ∑ j, φ j ^ 4 :=
      mul_nonneg (by positivity) (Finset.sum_nonneg fun j _ => by positivity)
    have e2 : N * b ^ 4 + 6 * b ^ 2 * ε ^ 2 * Q
        = (1 + 4 * (ε ^ 2 * Q) - 5 * (ε ^ 2 * Q) ^ 2) / N := by
      rw [show b ^ 4 = (b ^ 2) ^ 2 by ring, hb2]
      field_simp
      ring
    linarith
  have hbond : bondSum (fun j => b + ε * φ j) = ε ^ 2 * (4 * s * Q) := by
    rw [← hD, bondSum, bondSum, Finset.mul_sum]
    exact Finset.sum_congr rfl fun j _ => by ring
  -- the trial state lies below the uniform one
  have hle := h1 hnorm
  rw [energy_uniform, energy, hbond] at hle
  have hm := mul_le_mul_of_nonneg_left hquart (by positivity : 0 ≤ g / 2)
  have hneg := mul_neg_of_pos_of_neg (by positivity : 0 < ε ^ 2 * Q) h3'
  have hid : t * (ε ^ 2 * (4 * s * Q))
      - g / 2 * ((1 + 4 * (ε ^ 2 * Q) - 5 * (ε ^ 2 * Q) ^ 2) / N) + g / (2 * N)
      = ε ^ 2 * Q * (4 * t * s - 2 * g / N + 5 * g / (2 * N) * (ε ^ 2 * Q)) := by
    field_simp
    ring
  linarith
```

For N = 4, t = 1 the threshold is 4. At g = 6, φ = (1,0,−1,0) and x = 0.1 give E = −0.8275, below the uniform −0.75.

`IsLocalMinOn` compares only nearby unit states: despite its name, `selfTrapping_threshold` doesn't locate the global minimum, and it leaves g = 2Nts undecided.

```lean
/-- Local stability threshold: for `N ≥ 2` and `t > 0`, the uniform state is a local minimum of the
energy among normalised states if `g < 2Nt sin²(π/N)`, and is not one if `g > 2Nt sin²(π/N)`. -/
theorem selfTrapping_threshold (hN : 2 ≤ N) {t : ℝ} (ht : 0 < t) (g : ℝ) :
    (g < 2 * N * t * Real.sin (Real.pi / N) ^ 2 →
      IsLocalMinOn (energy t g) (unitStates N) (uniformState N)) ∧
    (2 * N * t * Real.sin (Real.pi / N) ^ 2 < g →
      ¬ IsLocalMinOn (energy t g) (unitStates N) (uniformState N)) := by
  refine ⟨fun hg => ?_, uniform_unstable hN ht⟩
  filter_upwards [uniform_strict_min ht hg] with ψ hψ
  by_cases h : ψ = uniformState N
  · rw [h]
  · exact (hψ h).le

end

end DiscretePekar
```
```lean
#print axioms DiscretePekar.selfTrapping_threshold
```

```
'DiscretePekar.selfTrapping_threshold' depends on axioms: [propext, Classical.choice, Quot.sound]
```
